# The velocity of occupied orbitals carried by a rotating frame

The theorem `orbitals_deriv` concerns real orbital coefficients in a finite basis, split into occupied and virtual parts. The frame is U(t) = U0 exp(tA), where A is the antisymmetric generator with virtual-occupied block K, occupied-virtual block −Kᵀ, and zero occupied-occupied and virtual-virtual blocks. The occupied orbitals are C(t) = U(t)E, with E selecting the occupied columns. The theorem states that, entry by entry, C(t) has the derivative U(t)AE at every real t; U0 may be any real square matrix and need not be orthogonal. The proof applies the product rule to U(t) and the constant matrix E, then removes the zero term and regroups the product.

This version doesn't compile in Lean 4 with Mathlib:

```lean
import Mathlib

open Matrix

namespace OrbitalsDeriv

noncomputable section

variable {m n p o v : Type*} [Fintype n] [DecidableEq n]
  [Fintype o] [DecidableEq o] [Fintype v] [DecidableEq v]

/-- The matrix curve `M` has the derivative `M'` at time `t`, entry by entry. -/
def HasMatDerivAt (M : ℝ → Matrix m p ℝ) (M' : Matrix m p ℝ) (t : ℝ) : Prop :=
  ∀ i j, HasDerivAt (fun s => M s i j) (M' i j) t

/-- The antisymmetric orbital-rotation generator with virtual-occupied block `K` and no
occupied-occupied or virtual-virtual block. -/
def rotGen (K : Matrix v o ℝ) : Matrix (o ⊕ v) (o ⊕ v) ℝ := fromBlocks 0 (-Kᵀ) K 0

/-- The selector `E` of the occupied columns. -/
def occ (o v : Type*) [DecidableEq o] : Matrix (o ⊕ v) o ℝ := fromRows 1 0

/-- The rotating frame `U(t) = U0 exp(tA)`, where `A` is the generator with block `K`. -/
def frame (U0 : Matrix (o ⊕ v) (o ⊕ v) ℝ) (K : Matrix v o ℝ) (t : ℝ) :
    Matrix (o ⊕ v) (o ⊕ v) ℝ := U0 * NormedSpace.exp (t • rotGen K)

/-- The occupied orbitals `C(t) = U(t) E`. -/
def orbitals (U0 : Matrix (o ⊕ v) (o ⊕ v) ℝ) (K : Matrix v o ℝ) (t : ℝ) :
    Matrix (o ⊕ v) o ℝ := frame U0 K t * occ o v

/-- The field `X_B(t) = U(t) B E`, where `B` is the generator with block `L`. -/
def frameField (U0 : Matrix (o ⊕ v) (o ⊕ v) ℝ) (K L : Matrix v o ℝ) (t : ℝ) :
    Matrix (o ⊕ v) o ℝ := frame U0 K t * (rotGen L * occ o v)

omit [DecidableEq n] in
/-- The product rule for matrix curves. -/
theorem HasMatDerivAt.mul {M : ℝ → Matrix m n ℝ} {N : ℝ → Matrix n p ℝ}
    {M' : Matrix m n ℝ} {N' : Matrix n p ℝ} {t : ℝ}
    (hM : HasMatDerivAt M M' t) (hN : HasMatDerivAt N N' t) :
    HasMatDerivAt (fun s => M s * N s) (M' * N t + M t * N') t := by
  intro i j
  simp only [Matrix.mul_apply, Matrix.add_apply, ← Finset.sum_add_distrib]
  exact HasDerivAt.fun_sum fun k _ => (hM i k).fun_mul (hN k j)

private lemma const_deriv (N : Matrix m p ℝ) (t : ℝ) : HasMatDerivAt (fun _ => N) 0 t :=
  fun i j => hasDerivAt_const t (N i j)

private lemma exp_deriv (A : Matrix n n ℝ) (t : ℝ) :
    HasMatDerivAt (fun s => NormedSpace.exp (s • A)) (NormedSpace.exp (t • A) * A) t := by
  let : NormedRing (Matrix n n ℝ) := Matrix.linftyOpNormedRing
  let : NormedAlgebra ℝ (Matrix n n ℝ) := Matrix.linftyOpNormedAlgebra
  have : CompleteSpace (Matrix n n ℝ) := FiniteDimensional.complete ℝ _
  intro i j
  let entry : Matrix n n ℝ →ₗ[ℝ] ℝ :=
    { toFun := fun M => M i j, map_add' := fun _ _ => rfl, map_smul' := fun _ _ => rfl }
  exact (LinearMap.toContinuousLinearMap entry).hasFDerivAt.comp_hasDerivAt t
    (hasDerivAt_exp_smul_const A t)

variable {U0 : Matrix (o ⊕ v) (o ⊕ v) ℝ}

private lemma frame_deriv (K : Matrix v o ℝ) (t : ℝ) :
    HasMatDerivAt (frame U0 K) (frame U0 K t * rotGen K) t := by
  have h := (const_deriv U0 t).mul (exp_deriv (rotGen K) t)
  rw [Matrix.zero_mul, zero_add, ← Matrix.mul_assoc] at h
  exact h

/-- The velocity of the occupied orbitals is the field `X_A` of the generator `A` that
drives the frame. -/
theorem orbitals_deriv (K : Matrix v o ℝ) (t : ℝ) :
    HasMatDerivAt (orbitals U0 K) (frameField U0 K K t) t := by
  have h := (frame_deriv (U0 := U0) K t).mul (const_deriv occ t)
  rw [Matrix.mul_zero, add_zero, Matrix.mul_assoc] at h
  exact h

end

end OrbitalsDeriv
```

The error:

```
Main.lean:71:58: error: Application type mismatch: The argument
  occ
has type
  (o : Type ?u.47) → (v : Type ?u.46) → [DecidableEq o] → Matrix (o ⊕ v) o ℝ
but is expected to have type
  Matrix (o ⊕ v) ?m.33 ℝ
in the application
  const_deriv occ
```

The message says that `const_deriv` was given `occ` where it expected a matrix. In this file `occ` is a function that returns the selector E only once it has been given the two index types `o` and `v`. Both are declared in round brackets, so they are explicit arguments, and Lean does not fill them in by itself when `occ` is written alone. The type in the message shows this: it still begins with arrows from `o` and `v`. The expected type, `Matrix (o ⊕ v) ?m.33 ℝ`, has its row index fixed by the frame on the left of the product, but knowing that index does not make Lean apply `occ` to its arguments.

The diff writes `occ o v`, which is the matrix E itself; the remaining `DecidableEq o` argument is in square brackets and is found by instance search. The product rule then applies, and the rest of the proof stands unchanged.

The change, after which it compiles:

```diff
@@ -69,5 +69,5 @@
 theorem orbitals_deriv (K : Matrix v o ℝ) (t : ℝ) :
     HasMatDerivAt (orbitals U0 K) (frameField U0 K K t) t := by
-  have h := (frame_deriv (U0 := U0) K t).mul (const_deriv occ t)
+  have h := (frame_deriv (U0 := U0) K t).mul (const_deriv (occ o v) t)
   rw [Matrix.mul_zero, add_zero, Matrix.mul_assoc] at h
   exact h
```
